# For positive definite ionic force constants, relaxing the ions turns the stiffness $A$ into $A - BD^{-1}B^{T}$

Q: Take a crystal with one strain $x$ and one internal ionic displacement $y$, measured from where the strain alone would carry the ion. What does letting the ion move do to the stiffness?

A: Write the harmonic energy as $E = \tfrac12 a x^2 + bxy + \tfrac12 d y^2$, with clamped-ion stiffness $a$, coupling $b$ and force constant $d>0$. Completing the square gives
$$E = \tfrac12\Big(a-\frac{b^2}{d}\Big)x^2 + \tfrac12 d\Big(y+\frac{b}{d}x\Big)^2 .$$
At fixed strain the ion settles at $y=-bx/d$, and the stiffness becomes $a-b^2/d$, which is lower unless $b=0$. With $a=d=1$ and $b=2$ it is $-3$: stable with the ion clamped, unstable once it moves.

Q: A real cell has several strains and many ions. Does the square still complete when $a,b,d$ become matrices?

A: Yes. Let $x$ and $y$ be real vectors and
$$E(x,y)=\tfrac12\langle x,Ax\rangle+\langle x,By\rangle+\tfrac12\langle y,Dy\rangle,$$
with $D$ symmetric positive definite. The force on the ions is $-(Dy+B^Tx)$, which vanishes only at $y_0=-D^{-1}B^Tx$. So $B^Tx=-Dy_0$, and the coupling becomes $\langle x,By\rangle=\langle y,B^Tx\rangle=-\langle y,Dy_0\rangle$. Since $D$ is symmetric,
$$\tfrac12\langle y-y_0,D(y-y_0)\rangle=\tfrac12\langle y,Dy\rangle-\langle y,Dy_0\rangle+\tfrac12\langle y_0,Dy_0\rangle .$$
Hence
$$E=\tfrac12\langle x,Ax\rangle-\tfrac12\langle y_0,Dy_0\rangle+\tfrac12\langle y-y_0,D(y-y_0)\rangle .$$
Finally $\langle y_0,Dy_0\rangle=-\langle x,By_0\rangle=\langle x,BD^{-1}B^Tx\rangle$, so the first two terms are $\tfrac12\langle x,Cx\rangle$ with $C=A-BD^{-1}B^T$. The last term is positive unless $y=y_0$, which gives the minimum and its uniqueness.

Q: Now the formal version. What are the strains and ions there?

A: Real vectors indexed by two independent finite types, `m` for strain components and `n` for ionic coordinates. These letters name index sets, not numbers.

In Lean 4 with Mathlib:

```lean
import Mathlib

open Matrix

namespace RelaxedIonStiffness

noncomputable section

variable {m n : Type*} [Fintype m] [Fintype n]
```

The energy is the expression above, where `⬝ᵥ` is the dot product and `*ᵥ` applies a matrix to a vector.

```lean
/-- Harmonic energy of a crystal with strain `x` and internal ionic displacements `y`:
clamped-ion stiffness `A`, strain-displacement coupling `B`, ionic force constants `D`. -/
def energy (A : Matrix m m ℝ) (B : Matrix m n ℝ) (D : Matrix n n ℝ)
    (x : m → ℝ) (y : n → ℝ) : ℝ :=
  1 / 2 * (x ⬝ᵥ A *ᵥ x) + x ⬝ᵥ B *ᵥ y + 1 / 2 * (y ⬝ᵥ D *ᵥ y)
```

`D` holds plain force constants; it is not the mass-weighted dynamical matrix that often carries the same letter. If $E$ is the energy per cell, elastic constants follow on dividing by the cell volume.

Q: Is the relaxed stiffness defined as the outcome of a minimisation? Then the theorem would be empty.

A: No, both the displacement and the stiffness are explicit formulas, and their link to the minimum has to be proved.

```lean
/-- The ionic displacement `-D⁻¹ Bᵀ x` in response to the strain `x`, for invertible `D`. -/
def relaxedIons [DecidableEq n] (B : Matrix m n ℝ) (D : Matrix n n ℝ) (x : m → ℝ) : n → ℝ :=
  -(D⁻¹ *ᵥ (Bᵀ *ᵥ x))

/-- The relaxed-ion stiffness `A - B D⁻¹ Bᵀ`, for invertible `D`. -/
def relaxedStiffness [DecidableEq n] (A : Matrix m m ℝ) (B : Matrix m n ℝ)
    (D : Matrix n n ℝ) : Matrix m m ℝ :=
  A - B * D⁻¹ * Bᵀ
```

Q: Where does the hand derivation start?

A: With the two readings of the coupling, $\langle x,By\rangle=\langle y,B^Tx\rangle$.

```lean
/-- The coupling energy can be read as strain acting on ions or as ions acting on strain. -/
theorem coupling_transpose (B : Matrix m n ℝ) (x : m → ℝ) (y : n → ℝ) :
    x ⬝ᵥ B *ᵥ y = y ⬝ᵥ Bᵀ *ᵥ x := by
  rw [Matrix.mulVec_transpose B x, Matrix.dotProduct_mulVec, dotProduct_comm]
```

Next comes force balance. The hypothesis `D.PosDef` includes symmetry for a real matrix, and it makes the determinant positive, so $D$ is invertible. One direction multiplies $Dy=-B^Tx$ by $D^{-1}$; the other substitutes $y_0$.

```lean
variable [DecidableEq n]

/-- For positive definite force constants, `D y + Bᵀ x` vanishes exactly
when the ions sit at the relaxed displacement. -/
theorem force_balance (B : Matrix m n ℝ) {D : Matrix n n ℝ} (hD : D.PosDef)
    (x : m → ℝ) (y : n → ℝ) :
    D *ᵥ y + Bᵀ *ᵥ x = 0 ↔ y = relaxedIons B D x := by
  have hu : IsUnit D.det := hD.det_pos.ne'.isUnit
  constructor
  · intro h
    have h' : D *ᵥ y = -(Bᵀ *ᵥ x) := eq_neg_of_add_eq_zero_left h
    unfold relaxedIons
    rw [← Matrix.mulVec_neg, ← h', Matrix.mulVec_mulVec, Matrix.nonsing_inv_mul _ hu,
      Matrix.one_mulVec]
  · intro h
    rw [h]
    unfold relaxedIons
    rw [Matrix.mulVec_neg, Matrix.mulVec_mulVec, Matrix.mul_nonsing_inv _ hu,
      Matrix.one_mulVec, neg_add_cancel]
```

Q: And the square?

A: It follows the same route as by hand. `hC` rewrites $\langle x,Cx\rangle$ as $\langle x,Ax\rangle+\langle x,By_0\rangle$, `hB` trades each coupling term for one in $D$, and `hsym` uses the symmetry of $D$ to merge the cross terms. `ring` then collects the scalars.

```lean
/-- Completing the square: for positive definite `D`, the energy is the relaxed-ion elastic
energy plus the harmonic cost of moving the ions away from their relaxed displacement. -/
theorem energy_eq_relaxed_add (A : Matrix m m ℝ) (B : Matrix m n ℝ) {D : Matrix n n ℝ}
    (hD : D.PosDef) (x : m → ℝ) (y : n → ℝ) :
    energy A B D x y = 1 / 2 * (x ⬝ᵥ relaxedStiffness A B D *ᵥ x)
      + 1 / 2 * ((y - relaxedIons B D x) ⬝ᵥ D *ᵥ (y - relaxedIons B D x)) := by
  have hs : Dᵀ = D :=
    (Matrix.conjTranspose_eq_transpose_of_trivial D).symm.trans hD.isHermitian.eq
  -- the relaxed stiffness contains the coupling energy at the relaxed displacement
  have hC : x ⬝ᵥ relaxedStiffness A B D *ᵥ x
      = x ⬝ᵥ A *ᵥ x + x ⬝ᵥ B *ᵥ relaxedIons B D x := by
    simp only [relaxedStiffness, relaxedIons, Matrix.sub_mulVec, dotProduct_sub,
      Matrix.mulVec_neg, dotProduct_neg, Matrix.mulVec_mulVec, Matrix.mul_assoc]
    ring
  have hf : Bᵀ *ᵥ x = -(D *ᵥ relaxedIons B D x) :=
    eq_neg_of_add_eq_zero_right ((force_balance B hD x _).2 rfl)
  -- force balance turns every coupling term into a force-constant term
  have hB : ∀ z : n → ℝ, x ⬝ᵥ B *ᵥ z = -(z ⬝ᵥ D *ᵥ relaxedIons B D x) := by
    intro z
    rw [coupling_transpose, hf, dotProduct_neg]
  have hsym : relaxedIons B D x ⬝ᵥ D *ᵥ y = y ⬝ᵥ D *ᵥ relaxedIons B D x := by
    have h := coupling_transpose D (relaxedIons B D x) y
    rwa [hs] at h
  rw [hC, hB, energy, hB, Matrix.mulVec_sub, dotProduct_sub, sub_dotProduct,
    sub_dotProduct, hsym]
  ring
```

Q: A lower bound is not yet a relaxed crystal. Is the minimum reached?

A: Yes. `energy A B D x` is the energy as a function of $y$ at fixed $x$, and `IsLeast` on its range says that $\tfrac12\langle x,Cx\rangle$ is one of its values and that no value is smaller. The second half says that only $y_0$ gives this value. In the proof, `hmin` evaluates the energy at $y_0$, and `hlt` shows that every other displacement costs strictly more.

```lean
/-- For positive definite `D`, the minimum of the energy over ionic displacements at fixed
strain is the relaxed-ion elastic energy, attained only at the relaxed displacement. -/
theorem relaxed_energy_isLeast (A : Matrix m m ℝ) (B : Matrix m n ℝ) {D : Matrix n n ℝ}
    (hD : D.PosDef) (x : m → ℝ) :
    IsLeast (Set.range (energy A B D x)) (1 / 2 * (x ⬝ᵥ relaxedStiffness A B D *ᵥ x)) ∧
    ∀ y, energy A B D x y = 1 / 2 * (x ⬝ᵥ relaxedStiffness A B D *ᵥ x) ↔
      y = relaxedIons B D x := by
  have hpos : ∀ z : n → ℝ, z ≠ 0 → 0 < z ⬝ᵥ D *ᵥ z := fun z hz => by
    simpa using hD.dotProduct_mulVec_pos hz
  have hmin : energy A B D x (relaxedIons B D x)
      = 1 / 2 * (x ⬝ᵥ relaxedStiffness A B D *ᵥ x) := by
    rw [energy_eq_relaxed_add A B hD, sub_self, zero_dotProduct, mul_zero, add_zero]
  -- any other displacement costs strictly more
  have hlt : ∀ y, y ≠ relaxedIons B D x →
      1 / 2 * (x ⬝ᵥ relaxedStiffness A B D *ᵥ x) < energy A B D x y := by
    intro y hy
    have h := hpos _ (sub_ne_zero.2 hy)
    rw [energy_eq_relaxed_add A B hD]
    linarith
  refine ⟨⟨⟨_, hmin⟩, ?_⟩, fun y => ⟨fun h => ?_, fun h => by rw [h, hmin]⟩⟩
  · rintro _ ⟨y, rfl⟩
    by_cases hy : y = relaxedIons B D x
    · rw [hy, hmin]
    · exact (hlt y hy).le
  · by_contra hy
    exact (hlt y hy).ne' h
```

Q: You never asked for $A$ to be symmetric.

A: The energy sees only the symmetric part of $A$, so the minimum doesn't need it. Symmetry matters when $C$ itself is to be read as a table of elastic constants, and I'll come to that.

Q: Can relaxation ever stiffen the crystal?

A: No. Clamped ions are the trial displacement $y=0$, with energy $\tfrac12\langle x,Ax\rangle$, and the minimum cannot lie above a trial value. Equality means that $0$ is itself the minimiser, and by force balance this happens exactly when $B^Tx=0$, that is, when the strain pushes on no ion.

```lean
/-- For positive definite `D`, relaxing the ions never raises the elastic energy of a strain,
and leaves it unchanged exactly when the strain exerts no force on the ions, `Bᵀ x = 0`. -/
theorem relaxed_le_clamped (A : Matrix m m ℝ) (B : Matrix m n ℝ) {D : Matrix n n ℝ}
    (hD : D.PosDef) (x : m → ℝ) :
    1 / 2 * (x ⬝ᵥ relaxedStiffness A B D *ᵥ x) ≤ 1 / 2 * (x ⬝ᵥ A *ᵥ x) ∧
    (1 / 2 * (x ⬝ᵥ relaxedStiffness A B D *ᵥ x) = 1 / 2 * (x ⬝ᵥ A *ᵥ x) ↔
      Bᵀ *ᵥ x = 0) := by
  obtain ⟨hleast, huniq⟩ := relaxed_energy_isLeast A B hD x
  -- clamped ions are the trial displacement `y = 0`
  have h0 : energy A B D x 0 = 1 / 2 * (x ⬝ᵥ A *ᵥ x) := by
    simp [energy]
  have hf := force_balance B hD x 0
  rw [Matrix.mulVec_zero, zero_add] at hf
  rw [← h0]
  exact ⟨hleast.2 ⟨0, rfl⟩, eq_comm.trans ((huniq 0).trans hf.symm)⟩
```

Q: Then which stiffness decides stability?

A: The relaxed one, given that $D$ is positive definite. If every nonzero distortion costs energy, so does the pair $(x,y_0)$ with $x\neq0$, and its energy is $\tfrac12\langle x,Cx\rangle$. Conversely, suppose that $\langle x,Cx\rangle>0$ for all $x\ne0$. A distortion with $x\neq0$ costs at least $\tfrac12\langle x,Cx\rangle$, and one with $x=0$ costs $\tfrac12\langle y,Dy\rangle>0$. The proof makes the same case split.

```lean
/-- For positive definite `D`, the energy is positive for every nonzero combination of strain
and ionic displacement if and only if the relaxed-ion stiffness is positive on nonzero strains. -/
theorem stable_iff_relaxed_pos (A : Matrix m m ℝ) (B : Matrix m n ℝ) {D : Matrix n n ℝ}
    (hD : D.PosDef) :
    (∀ x y, x ≠ 0 ∨ y ≠ 0 → 0 < energy A B D x y) ↔
      ∀ x, x ≠ 0 → 0 < x ⬝ᵥ relaxedStiffness A B D *ᵥ x := by
  constructor
  · intro h x hx
    have h1 := h x (relaxedIons B D x) (Or.inl hx)
    rw [((relaxed_energy_isLeast A B hD x).2 _).2 rfl] at h1
    linarith
  · intro h x y hxy
    by_cases hx : x = 0
    · -- without strain only the ionic force constants contribute
      have hy : y ≠ 0 := hxy.resolve_left (fun h' => h' hx)
      have hp : 0 < y ⬝ᵥ D *ᵥ y := by simpa using hD.dotProduct_mulVec_pos hy
      have he : energy A B D x y = 1 / 2 * (y ⬝ᵥ D *ᵥ y) := by
        simp [energy, hx]
      rw [he]
      linarith
    · have h1 := h x hx
      have h2 := (relaxed_energy_isLeast A B hD x).1.2 ⟨y, rfl⟩
      linarith
```

This is stability against the distortions that $x$ and $y$ describe. If they are homogeneous strains and displacements repeated in every cell, phonons at other wavevectors are left open.

Q: And the symmetry of $C$?

A: Transposing $BD^{-1}B^T$ reverses the factors and returns the same matrix when $D$ is symmetric. With $A$ symmetric as well, so is $C$.

```lean
omit [Fintype m] in
/-- If the clamped-ion stiffness and the force constants are symmetric, so is the
relaxed-ion stiffness. -/
theorem relaxedStiffness_isSymm {A : Matrix m m ℝ} (B : Matrix m n ℝ) {D : Matrix n n ℝ}
    (hA : A.IsSymm) (hD : D.IsSymm) : (relaxedStiffness A B D).IsSymm := by
  unfold Matrix.IsSymm relaxedStiffness
  rw [Matrix.transpose_sub, Matrix.transpose_mul, Matrix.transpose_mul,
    Matrix.transpose_transpose, Matrix.transpose_nonsing_inv, hA.eq, hD.eq, Matrix.mul_assoc]
```

Q: Does your unstable example survive in higher dimension?

A: It does, with as many strains as ionic coordinates. Put $A=D=1$ and $B=2\cdot1$, where $1$ is the identity matrix; then $C=1-4\cdot1=-3\cdot1$.

```lean
/-- Unit clamped-ion stiffness and unit force constants with coupling `2` give the
relaxed-ion stiffness `-3` times the identity. -/
theorem relaxedStiffness_strong_coupling :
    relaxedStiffness (1 : Matrix n n ℝ) ((2 : ℝ) • (1 : Matrix n n ℝ)) 1
      = (-3 : ℝ) • (1 : Matrix n n ℝ) := by
  simp only [relaxedStiffness, inv_one, Matrix.transpose_smul, Matrix.transpose_one,
    Matrix.mul_one, Matrix.mul_smul]
  module

end

end RelaxedIonStiffness
```

With at least one component, the clamped-ion stiffness is positive while the equivalence above rules out stability. A positive clamped-ion stiffness is therefore not enough.

```lean
#print axioms RelaxedIonStiffness.relaxed_le_clamped
-- 'RelaxedIonStiffness.relaxed_le_clamped' depends on axioms: [propext, Classical.choice, Quot.sound]
#print axioms RelaxedIonStiffness.stable_iff_relaxed_pos
-- 'RelaxedIonStiffness.stable_iff_relaxed_pos' depends on axioms: [propext, Classical.choice, Quot.sound]
#print axioms RelaxedIonStiffness.relaxedStiffness_isSymm
-- 'RelaxedIonStiffness.relaxedStiffness_isSymm' depends on axioms: [propext, Classical.choice, Quot.sound]
#print axioms RelaxedIonStiffness.relaxedStiffness_strong_coupling
-- 'RelaxedIonStiffness.relaxedStiffness_strong_coupling' depends on axioms: [propext, Classical.choice, Quot.sound]
```

Q: What still separates this from a real crystal?

A: The harmonic expansion. The theorems take the quadratic energy as given; that it describes the Born–Oppenheimer energy near a reference structure free of stress and forces is a physical assumption. Positive definite $D$ is a physical condition too: every internal displacement at zero strain must cost energy.

Q: But moving all ions together costs nothing, so the full force-constant matrix is never positive definite.

A: Right, and the uniform translations have to be removed before the result applies. Holding one ion at the position that the strain gives it does this, provided that all other displacements cost energy.

Q: Show me where this sits in an electronic-structure calculation.

A: Take zincblende with two atoms in the primitive cell. There are six strain components in Voigt notation, where each shear component is twice the tensor strain. With one atom held, three ionic coordinates remain. A linear-response calculation at zero macroscopic electric field supplies second derivatives of the energy per cell: $A$ is $6\times6$ from strain alone, $B$ is $6\times3$ from strain and displacement, and $D$ is $3\times3$ from displacement alone. One solves $DY=-B^T$ for the $3\times6$ matrix $Y$, whose columns are the ionic displacements per unit strain, and forms $C=A+BY$. Dividing by the cell volume gives the relaxed-ion elastic constants within the harmonic model.

In this structure, with strains referred to the cubic axes, symmetry couples only the three shear components to the ions. So $C_{11}$ and $C_{12}$ are the same with clamped and relaxed ions, which is the case $B^Tx=0$, while $C_{44}$ is lowered whenever the shear coupling is nonzero.
